# For the residual \(-cx^2\) with \(c>0\), depth-one Anderson from distinct positive errors has error ratio tending to \((\sqrt5-1)/2\)

## Is a steady factor of 0.62 a bug in my Anderson code?

Near a spinodal I can't tell a broken Anderson mixer from a correct one. In one variable, depth-one Anderson is the secant method, so I expected superlinear convergence. On the model residual \(-x^2\), starting from errors 1 and 1/2, I get 1/3, 1/5, 1/8 and so on: each step only multiplies the error by about 0.62, and changing the mixing parameter does nothing. Plain mixing is much worse, since late in the run I must double the number of steps to halve the error. Is this what the methods should do, and where does 0.62 come from?

## Reciprocal errors add like Fibonacci numbers

Yes, these numbers are what both methods should give on your model. At a spinodal two self-consistent solutions merge, and the linear term of the residual vanishes along the soft direction. The usual superlinear rate of the secant method assumes that this term is nonzero. Let \(x\) be the signed error in that direction and keep only the quadratic term, \(f(x)=-cx^2\). The constant \(c>0\) is the curvature strength that remains once the linear restoring response is gone.

Take an older error \(a\) and a newer error \(b\), positive and distinct, and a mixing parameter \(\beta\). Anderson chooses \(\theta\) to minimise \(|f(b)-\theta(f(b)-f(a))|\). Since \(f(b)-f(a)=c(a-b)(a+b)\neq0\), the minimum is zero, attained at \(\theta=-b^2/((a-b)(a+b))\). The new error is

\[
z=(1-\theta)(b+\beta f(b))+\theta(a+\beta f(a))
=b+\theta(a-b)=b-\frac{b^2}{a+b}=\frac{ab}{a+b}.
\]

The mixing parameter multiplies the combined residual, which is zero, so it drops out. Also \(0<z<b\), so the next pair is again positive and distinct. Along a run \(x_0,x_1,\dots\) this gives

\[
\frac1{x_{k+2}}=\frac1{x_{k+1}}+\frac1{x_k}.
\]

Let \(r_k=x_{k+1}/x_k\). Then \(r_{k+1}(1+r_k)=1\). The number \(g=(\sqrt5-1)/2\) satisfies \(g(1+g)=1\), and therefore

\[
(r_{k+1}-g)(1+r_k)=1-g(1+r_k)=-g(r_k-g).
\]

Because \(1+r_k>1\), we get \(|r_{k+1}-g|\le g|r_k-g|\), hence \(|r_k-g|\le g^k|r_0-g|\to0\). In the special case \(x_1=g\,x_0\), the ratio equals \(g\) from the first step onwards.

For plain mixing with \(\beta>0\), set \(y_k=\beta c x_k\) and start with \(0<y_0<1\). Then

\[
y_{k+1}=y_k(1-y_k),\qquad \frac1{y_{k+1}}=\frac1{y_k}+\frac1{1-y_k}.
\]

The values stay between 0 and 1. Moreover \((k+1)y_k<1\) for all \(k\): it holds at \(k=0\), and if it holds at \(k\), then

\[
(k+2)y_{k+1}=(1-y_k)\bigl((k+1)y_k+y_k\bigr)<(1-y_k)(1+y_k)<1.
\]

So \(y_k\to0\), and the increments \(1/(1-y_i)\) tend to 1. Summing them and dividing by \(k\ge1\),

\[
\frac1{k y_k}=\frac1{k y_0}+\frac1k\sum_{i=0}^{k-1}\frac1{1-y_i}\to1,
\]

which means \(k\beta c x_k\to1\). This is the slow decay you see.

## What the Lean statements say

`residual c` is the function \(-cx^2\) on the real numbers, and `x : ℕ → ℝ` is the sequence of errors. The residual is added in an update, as for output minus input.

`IsAndersonStep f β a b z` says that some real `θ` minimises the absolute combined residual and that `z` is the resulting mixture, with weight `θ` on the older iterate. There is no regularisation or bound on `θ`. `IsAndersonRun` requires this of every three consecutive errors, and `IsPlainRun` is the recursion \(x_{k+1}=x_k+\beta f(x_k)\).

`anderson_reciprocal` and `anderson_ratio_tendsto` assume \(c>0\) and distinct positive `x 0` and `x 1`, with any real `β`. `plain_tendsto` assumes \(c,\beta>0\) and \(0<x_0<1/(\beta c)\).

Two boundary cases show what the starting conditions do:

- With \(\beta=0\) and \(x_0=x_1=b>0\), every `θ` is a minimiser and the constant sequence \(b,b,b,\dots\) is an Anderson run with ratio 1. A theorem for all `β` must therefore exclude equal starting errors.
- With \(x_0=1/(\beta c)\), plain mixing lands on zero in one step and stays there, so \(k\beta c x_k\to0\). The upper bound on \(x_0\) has to be strict.

The model has one variable, a history of depth one and an exactly quadratic residual. A real SCF loop adds higher-order terms, other modes and, away from the spinodal itself, a linear term.

```lean
import Mathlib

open Filter Topology

namespace SpinodalAnderson

/-- The purely quadratic residual `-c x²` as a function of the error `x`. -/
def residual (c x : ℝ) : ℝ := -c * x ^ 2

/-- `z` is a depth-one Anderson update from the older error `a` and the newer error `b`:
the two mixed iterates are combined with a coefficient that minimises the size of the
combined residual. -/
def IsAndersonStep (f : ℝ → ℝ) (β a b z : ℝ) : Prop :=
  ∃ θ : ℝ, (∀ t : ℝ, |f b - θ * (f b - f a)| ≤ |f b - t * (f b - f a)|) ∧
    z = (1 - θ) * (b + β * f b) + θ * (a + β * f a)

/-- A sequence of errors in which each term from the third on is a depth-one Anderson
update of the two before it. -/
def IsAndersonRun (f : ℝ → ℝ) (β : ℝ) (x : ℕ → ℝ) : Prop :=
  ∀ k, IsAndersonStep f β (x k) (x (k + 1)) (x (k + 2))

/-- A sequence of errors generated by plain mixing with parameter `β`. -/
def IsPlainRun (f : ℝ → ℝ) (β : ℝ) (x : ℕ → ℝ) : Prop :=
  ∀ k, x (k + 1) = x k + β * f (x k)

/-- For the quadratic residual with `c > 0` and distinct positive errors `a`, `b`, the
Anderson update is `a b / (a + b)`, whatever the mixing parameter. -/
theorem anderson_step_iff {c β a b z : ℝ} (hc : 0 < c) (ha : 0 < a) (hb : 0 < b)
    (hab : a ≠ b) : IsAndersonStep (residual c) β a b z ↔ z = a * b / (a + b) := by
  have hs : a + b ≠ 0 := (add_pos ha hb).ne'
  have hne : (a - b) * (a + b) ≠ 0 := mul_ne_zero (sub_ne_zero.2 hab) hs
  constructor
  · rintro ⟨θ, hmin, hz⟩
    have hD : residual c b - residual c a ≠ 0 := by
      have e : residual c b - residual c a = c * ((a - b) * (a + b)) := by
        unfold residual; ring
      rw [e]
      exact mul_ne_zero hc.ne' hne
    -- the minimal combined residual is zero
    have h0 : residual c b - θ * (residual c b - residual c a) = 0 := by
      have h := hmin (residual c b / (residual c b - residual c a))
      rw [div_mul_cancel₀ _ hD, sub_self, abs_zero] at h
      exact abs_nonpos_iff.1 h
    have h1 : θ * ((a - b) * (a + b)) = -b ^ 2 := by
      apply mul_left_cancel₀ hc.ne'
      unfold residual at h0
      linear_combination -h0
    rw [eq_div_iff hs, hz]
    linear_combination h1 + β * (a + b) * h0
  · rintro rfl
    obtain ⟨θ, hθ⟩ : ∃ θ : ℝ, θ * ((a - b) * (a + b)) = -b ^ 2 :=
      ⟨_, div_mul_cancel₀ _ hne⟩
    have h0 : residual c b - θ * (residual c b - residual c a) = 0 := by
      unfold residual
      linear_combination (-c) * hθ
    refine ⟨θ, fun t => ?_, ?_⟩
    · rw [h0, abs_zero]
      exact abs_nonneg _
    · rw [div_eq_iff hs]
      linear_combination -hθ - β * (a + b) * h0

/-- From distinct positive starting errors, with `c > 0`, all errors of an Anderson run
are positive and successive errors are distinct. -/
theorem anderson_pos {c β : ℝ} {x : ℕ → ℝ} (hc : 0 < c)
    (hx : IsAndersonRun (residual c) β x) (h0 : 0 < x 0) (h1 : 0 < x 1)
    (h01 : x 0 ≠ x 1) (k : ℕ) : 0 < x k ∧ 0 < x (k + 1) ∧ x k ≠ x (k + 1) := by
  induction k with
  | zero => exact ⟨h0, h1, h01⟩
  | succ k ih =>
    obtain ⟨ha, hb, hab⟩ := ih
    have e := (anderson_step_iff hc ha hb hab).1 (hx k)
    have h2 : 0 < x (k + 2) := by
      rw [e]
      exact div_pos (mul_pos ha hb) (add_pos ha hb)
    have h3 : x (k + 1) ≠ x (k + 2) := by
      intro h
      rw [e, eq_div_iff (add_pos ha hb).ne'] at h
      nlinarith [mul_pos hb hb]
    exact ⟨hb, h2, h3⟩

/-- From distinct positive starting errors, with `c > 0`, the reciprocal errors of an
Anderson run obey the Fibonacci recurrence. -/
theorem anderson_reciprocal {c β : ℝ} {x : ℕ → ℝ} (hc : 0 < c)
    (hx : IsAndersonRun (residual c) β x) (h0 : 0 < x 0) (h1 : 0 < x 1)
    (h01 : x 0 ≠ x 1) (k : ℕ) : 1 / x (k + 2) = 1 / x (k + 1) + 1 / x k := by
  obtain ⟨ha, hb, hab⟩ := anderson_pos hc hx h0 h1 h01 k
  rw [(anderson_step_iff hc ha hb hab).1 (hx k), one_div_div,
    div_add_div _ _ hb.ne' ha.ne']
  ring


/-- The number `(√5 - 1)/2` lies strictly between 0 and 1 and solves `g (1 + g) = 1`. -/
theorem golden_facts : 0 < (√5 - 1) / 2 ∧ (√5 - 1) / 2 < 1 ∧
    (√5 - 1) / 2 * (1 + (√5 - 1) / 2) = 1 := by
  have hs : √5 ^ 2 = 5 := Real.sq_sqrt (by norm_num)
  have hn := Real.sqrt_nonneg 5
  have h1 : 1 < √5 := by nlinarith
  have h3 : √5 < 3 := by nlinarith
  exact ⟨by linarith, by linarith, by linear_combination hs / 4⟩

/-- From distinct positive starting errors, with `c > 0`, the error ratio of an Anderson
run approaches `g = (√5 - 1)/2` at least as fast as `g ^ k`. -/
theorem anderson_ratio_bound {c β : ℝ} {x : ℕ → ℝ} (hc : 0 < c)
    (hx : IsAndersonRun (residual c) β x) (h0 : 0 < x 0) (h1 : 0 < x 1)
    (h01 : x 0 ≠ x 1) (k : ℕ) :
    |x (k + 1) / x k - (√5 - 1) / 2| ≤
      ((√5 - 1) / 2) ^ k * |x 1 / x 0 - (√5 - 1) / 2| := by
  obtain ⟨hg, -, hgg⟩ := golden_facts
  generalize (√5 - 1) / 2 = g at hg hgg ⊢
  induction k with
  | zero => simp
  | succ k ih =>
    obtain ⟨ha, hb, hab⟩ := anderson_pos hc hx h0 h1 h01 k
    have hm : x (k + 2) * (x k + x (k + 1)) = x k * x (k + 1) := by
      rw [(anderson_step_iff hc ha hb hab).1 (hx k),
        div_mul_cancel₀ _ (add_pos ha hb).ne']
    have hq : x (k + 2) / x (k + 1) * (1 + x (k + 1) / x k) = 1 := by
      rw [one_add_div ha.ne', div_mul_div_comm, div_eq_one_iff_eq (mul_pos hb ha).ne']
      linear_combination hm
    have hr : 0 < x (k + 1) / x k := div_pos hb ha
    change |x (k + 2) / x (k + 1) - g| ≤ _
    generalize x (k + 2) / x (k + 1) = q at hq ⊢
    generalize x (k + 1) / x k = r at hq hr ih
    -- the ratio map contracts towards its fixed point
    calc |q - g| ≤ |q - g| * (1 + r) :=
          le_mul_of_one_le_right (abs_nonneg _) (by linarith)
      _ = |(q - g) * (1 + r)| := by
          rw [abs_mul, abs_of_pos (by linarith : 0 < 1 + r)]
      _ = |g * (r - g)| := by
          rw [← abs_neg (g * (r - g))]
          congr 1
          linear_combination hq - hgg
      _ = g * |r - g| := by rw [abs_mul, abs_of_pos hg]
      _ ≤ g * (g ^ k * |x 1 / x 0 - g|) := mul_le_mul_of_nonneg_left ih hg.le
      _ = g ^ (k + 1) * |x 1 / x 0 - g| := by ring

/-- Anderson acceleration for the residual `-c x²`, `c > 0`: from distinct positive
starting errors the ratio of successive errors tends to `(√5 - 1)/2`. -/
theorem anderson_ratio_tendsto {c β : ℝ} {x : ℕ → ℝ} (hc : 0 < c)
    (hx : IsAndersonRun (residual c) β x) (h0 : 0 < x 0) (h1 : 0 < x 1)
    (h01 : x 0 ≠ x 1) :
    Tendsto (fun k => x (k + 1) / x k) atTop (𝓝 ((√5 - 1) / 2)) := by
  obtain ⟨hg, hg1, -⟩ := golden_facts
  have hl := (tendsto_pow_atTop_nhds_zero_of_lt_one hg.le hg1).mul_const
    |x 1 / x 0 - (√5 - 1) / 2|
  rw [zero_mul] at hl
  rw [tendsto_iff_norm_sub_tendsto_zero]
  exact squeeze_zero (fun _ => norm_nonneg _)
    (fun k => anderson_ratio_bound hc hx h0 h1 h01 k) hl

/-- The reciprocal Fibonacci numbers 1, 1/2, 1/3, 1/5, ... form an Anderson run for the
residual `-c x²` with `c > 0`. -/
theorem anderson_run_witness {c : ℝ} (β : ℝ) (hc : 0 < c) :
    IsAndersonRun (residual c) β (fun k => 1 / (Nat.fib (k + 2) : ℝ)) := by
  intro k
  have hF : (0 : ℝ) < Nat.fib (k + 2) := Nat.cast_pos.2 (Nat.fib_pos.2 (by omega))
  have hG : (0 : ℝ) < Nat.fib (k + 1 + 2) := Nat.cast_pos.2 (Nat.fib_pos.2 (by omega))
  have hlt : Nat.fib (k + 2) < Nat.fib (k + 1 + 2) := Nat.fib_lt_fib_succ (by omega)
  have hFG : (Nat.fib (k + 2) : ℝ) < Nat.fib (k + 1 + 2) := Nat.cast_lt.2 hlt
  have hs : Nat.fib (k + 2 + 2) = Nat.fib (k + 2) + Nat.fib (k + 1 + 2) :=
    Nat.fib_add_two
  refine (anderson_step_iff hc (one_div_pos.2 hF) (one_div_pos.2 hG)
    (one_div_lt_one_div_of_lt hF hFG).ne').2 ?_
  beta_reduce
  rw [hs, Nat.cast_add, div_add_div _ _ hF.ne' hG.ne', div_mul_div_comm,
    div_div_div_cancel_right₀ (mul_pos hF hG).ne']
  ring

/-- Plain mixing for the residual `-c x²` with `c, β > 0`: from an error between 0 and
`1/(β c)`, the product `k β c x_k` tends to 1. -/
theorem plain_tendsto {c β : ℝ} {x : ℕ → ℝ} (hc : 0 < c) (hβ : 0 < β)
    (hx : IsPlainRun (residual c) β x) (h0 : 0 < x 0) (h1 : x 0 < 1 / (β * c)) :
    Tendsto (fun k : ℕ => (k : ℝ) * (β * c * x k)) atTop (𝓝 1) := by
  have hbc : 0 < β * c := mul_pos hβ hc
  obtain ⟨y, hy⟩ : ∃ y : ℕ → ℝ, ∀ k, y k = β * c * x k := ⟨_, fun _ => rfl⟩
  have hrec : ∀ k, y (k + 1) = y k * (1 - y k) := by
    intro k
    rw [hy, hy, hx k]
    unfold residual
    ring
  have hb : ∀ k : ℕ, 0 < y k ∧ y k < 1 ∧ y k * ((k : ℝ) + 1) < 1 := by
    intro k
    induction k with
    | zero =>
      have h := (lt_div_iff₀ hbc).1 h1
      have h2 : y 0 < 1 := by rw [hy]; linarith
      exact ⟨by rw [hy]; exact mul_pos hbc h0, h2, by simpa using h2⟩
    | succ k ih =>
      obtain ⟨hp, hl, hm⟩ := ih
      rw [hrec]
      push_cast
      refine ⟨mul_pos hp (by linarith), by nlinarith, ?_⟩
      nlinarith [mul_pos (sub_pos.2 hm) (sub_pos.2 hl), mul_pos hp hp]
  -- the reciprocal error is a sum of increments that tend to one
  have hsum : ∀ k : ℕ, 1 / y k = 1 / y 0 + ∑ i ∈ Finset.range k, (1 - y i)⁻¹ := by
    intro k
    induction k with
    | zero => simp
    | succ k ih =>
      have hp := (hb k).1.ne'
      have hq : 1 - y k ≠ 0 := (sub_pos.2 (hb k).2.1).ne'
      rw [Finset.sum_range_succ, ← add_assoc, ← ih, hrec, ← one_div (1 - y k),
        div_add_div _ _ hp hq]
      congr 1
      ring
  have hy0 : Tendsto y atTop (𝓝 0) :=
    squeeze_zero (fun k => (hb k).1.le)
      (fun k => (le_div_iff₀ (by positivity)).2 (hb k).2.2.le)
      (tendsto_one_div_add_atTop_nhds_zero_nat (𝕜 := ℝ))
  have hu : Tendsto (fun k => (1 - y k)⁻¹) atTop (𝓝 1) := by
    have h := (hy0.const_sub 1).inv₀ (by norm_num)
    rwa [sub_zero, inv_one] at h
  have hk : Tendsto (fun k : ℕ => (k : ℝ)⁻¹) atTop (𝓝 0) :=
    tendsto_inv_atTop_zero.comp tendsto_natCast_atTop_atTop
  -- average the increments, then invert
  have h3 := ((hk.mul_const (1 / y 0)).add hu.cesaro).inv₀ (by norm_num)
  rw [zero_mul, zero_add, inv_one] at h3
  have e : ∀ k : ℕ, ((k : ℝ)⁻¹ * (1 / y 0) +
      (k : ℝ)⁻¹ * ∑ i ∈ Finset.range k, (1 - y i)⁻¹)⁻¹ = (k : ℝ) * (β * c * x k) := by
    intro k
    rw [← mul_add, ← hsum k, one_div, mul_inv, inv_inv, inv_inv, hy]
  exact h3.congr e

end SpinodalAnderson
```

```lean
#print axioms SpinodalAnderson.anderson_reciprocal
-- 'SpinodalAnderson.anderson_reciprocal' depends on axioms: [propext, Classical.choice, Quot.sound]
#print axioms SpinodalAnderson.anderson_ratio_tendsto
-- 'SpinodalAnderson.anderson_ratio_tendsto' depends on axioms: [propext, Classical.choice, Quot.sound]
#print axioms SpinodalAnderson.plain_tendsto
-- 'SpinodalAnderson.plain_tendsto' depends on axioms: [propext, Classical.choice, Quot.sound]
```

## From the algebra to the Lean proof

`anderson_step_iff` is the computation of \(z\). In the forward direction, minimality is tested against the quotient that makes the combined residual zero, which forces the minimum to be zero (`h0`). `linear_combination` then does the algebra, with `β` appearing only as a multiplier of `h0`. The reverse direction constructs `θ` and checks both conditions.

`anderson_pos` carries positivity and distinctness along the run by induction; equality of successive errors would force \(b^2=0\), which `nlinarith` refutes. `anderson_reciprocal` inverts the step formula.

`golden_facts` supplies \(0<g<1\) and \(g(1+g)=1\). In `anderson_ratio_bound`, `hq` is \(r_{k+1}(1+r_k)=1\), and the `calc` block is the contraction estimate. `anderson_ratio_tendsto` squeezes the difference between zero and the geometric bound.

`anderson_run_witness` shows that \(1,1/2,1/3,1/5,\dots\), your test sequence, is an Anderson run for every \(c>0\) and every `β`.

In `plain_tendsto`, `hrec` is the recursion for \(y_k\), `hb` holds the three bounds, and `hsum` is the summed reciprocal formula. `hy0` and `hu` give the limits of \(y_k\) and of the increments; `hu.cesaro` averages the increments, and `inv₀` inverts the limit.

For an SCF loop that reduces to this one-variable quadratic model, an error ratio settling near 0.618 is thus the expected signature of depth-one Anderson at the spinodal.
